# The lower Rashba band in a perpendicular Zeeman field: minima on a circle for $|h|<\alpha^2$, at the origin otherwise

## An electron with Rashba coupling and a Zeeman field

Let $\mathbf k=(k_x,k_y)$ be the momentum of an electron that moves in a plane, and write $k^2=k_x^2+k_y^2$. Units are chosen so that $\hbar$ and the effective mass are both 1. With the Pauli matrices $\sigma_x,\sigma_y,\sigma_z$ and the $2\times2$ identity $I$, the Hamiltonian at momentum $\mathbf k$ is

$$H(\mathbf k)=\frac{k^2}{2}\,I+\alpha\,(k_y\sigma_x-k_x\sigma_y)+h\,\sigma_z .$$

The real number $\alpha$ is the Rashba coupling. It stands for the spin-orbit interaction that appears when the confining structure lacks inversion symmetry. The real number $h$ is the Zeeman energy of a field normal to the plane, so the spin splitting at $\mathbf k=0$ is $2|h|$. The letter $h$ is not Planck's constant here.

The Rashba term favours a spin in the plane, perpendicular to $\mathbf k$, and lowers the energy by up to $|\alpha|k$. The Zeeman term favours a spin along the normal. The question is which momenta have the lowest energy when both act.

## Which momenta minimise the energy

Let $E_-(\mathbf k)$ be the lower eigenvalue of $H(\mathbf k)$. For all real $\alpha$ and $h$, a momentum minimises $E_-$ over the whole plane

- exactly when $k^2=\alpha^2-h^2/\alpha^2$, if $|h|<\alpha^2$;
- exactly when $\mathbf k=0$, if $\alpha^2\le|h|$.

The energy at a minimum is $-\tfrac12(\alpha^2+h^2/\alpha^2)$ in the first case and $-|h|$ in the second. For $\alpha>0$ and $h\ge0$ the absolute value signs can be dropped.

In the Lean file, `hamiltonian α h kx ky` is the matrix above with complex entries and real parameters. The set `energies` contains the real numbers $E$ for which $Hv=Ev$ has a solution $v\neq0$, and `lowestEnergy` is the infimum of that set. The predicate `IsBandMinimum` says that no momentum in the plane has a smaller lowest energy. It therefore means a global minimum, and it allows many momenta to share it. The theorem `isBandMinimum_iff` is the two-case statement, with an equivalence in each case. The theorem `energy_at_bandMinimum` gives the two energies.

The Lean model starts from the $2\times2$ matrix at a fixed momentum. The step from an electron in a real layer to this matrix is not part of the Lean file. It requires a single subband in the effective-mass approximation, translation invariance in the plane, and a field that acts on the spin alone, such as an exchange field. A magnetic field that also bends the orbits would produce Landau levels instead. Interactions, disorder and the lattice are absent as well.

## The two energies at fixed momentum

Written out, the matrix is

$$H=\begin{pmatrix}k^2/2+h & \alpha(k_y+ik_x)\\ \alpha(k_y-ik_x) & k^2/2-h\end{pmatrix}.$$

Since $(k_y+ik_x)(k_y-ik_x)=k^2$, the secular determinant is

$$\det(H-E)=\Big(\frac{k^2}{2}-E\Big)^2-h^2-\alpha^2k^2 .$$

It vanishes when $E=k^2/2\pm s$, where

$$s=\sqrt{h^2+\alpha^2k^2}.$$

The lower band is therefore $E_-=k^2/2-s$.

## Completing the square in the spin splitting

Suppose $\alpha\ne0$. Then $k^2=(s^2-h^2)/\alpha^2$, and the momentum can be eliminated in favour of $s$:

$$E_-=\frac{s^2-h^2}{2\alpha^2}-s=\frac{(s-\alpha^2)^2}{2\alpha^2}-\frac12\Big(\alpha^2+\frac{h^2}{\alpha^2}\Big).$$

The second term does not depend on the momentum. The first is never negative, and it vanishes exactly when $s=\alpha^2$. Squaring this condition gives $h^2+\alpha^2k^2=\alpha^4$, which is

$$k^2=\alpha^2-\frac{h^2}{\alpha^2}.$$

If $|h|<\alpha^2$, the right-hand side is positive. The circle then contains real momenta, and these are the minimisers.

Now suppose $\alpha^2\le|h|$, with $\alpha=0$ allowed. For $k\neq0$,

$$\Big(|h|+\frac{k^2}{2}\Big)^2=h^2+|h|k^2+\frac{k^4}{4}>h^2+\alpha^2k^2=s^2 .$$

Both $|h|+k^2/2$ and $s$ are non-negative, so $s<|h|+k^2/2$ and $E_-(\mathbf k)>-|h|$. At the origin $E_-=-|h|$, so the origin is the only minimiser.

## Zero field, threshold and zero coupling

At $h=0$ with $\alpha\neq0$, the circle has radius $|\alpha|$ and the minimum energy is $-\alpha^2/2$. As $|h|$ grows towards $\alpha^2$ the circle shrinks to the origin. At $|h|=\alpha^2$ the two energy formulas agree, since both give $-\alpha^2$. At $\alpha=0$ the second case applies for every $h$, including $h=0$, where the two bands coincide with the free parabola $k^2/2$.

## Filling the bottom of the band

For non-interacting electrons at zero temperature, the completed square gives the Fermi sea directly. Take $|h|<\alpha^2$ and put the Fermi energy a height $\delta>0$ above the band minimum, but not above $-|h|$. The upper band is then empty, and the occupied states satisfy $|s-\alpha^2|\le|\alpha|\sqrt{2\delta}$. The edges are $s_\pm=\alpha^2\pm|\alpha|\sqrt{2\delta}$, with squared Fermi radii

$$k_\pm^2=\frac{s_\pm^2-h^2}{\alpha^2}.$$

The occupied region is an annulus, which becomes a full disc when the Fermi energy reaches $-|h|$. Its area divided by $(2\pi)^2$ is the electron density per unit area:

$$n=\frac{k_+^2-k_-^2}{4\pi}=\frac{|\alpha|\sqrt{2\delta}}{\pi}.$$

For example, $\alpha=1$ and $h=0.6$ give a circle of radius $0.8$ and a minimum energy of $-0.68$, compared with $-0.6$ at the origin. The formula for $n$ then holds up to $\delta=0.08$. This filling argument is ordinary algebra built on the band formula; the Lean theorems concern the band itself.

## The Lean file

```lean
import Mathlib

open Matrix

namespace RashbaZeeman

noncomputable section

/-- The Pauli matrix `σ_x`. -/
def σx : Matrix (Fin 2) (Fin 2) ℂ := !![0, 1; 1, 0]

/-- The Pauli matrix `σ_y`. -/
def σy : Matrix (Fin 2) (Fin 2) ℂ := !![0, -Complex.I; Complex.I, 0]

/-- The Pauli matrix `σ_z`. -/
def σz : Matrix (Fin 2) (Fin 2) ℂ := !![1, 0; 0, -1]

/-- The Hamiltonian at momentum `(kx, ky)`, with unit mass, Rashba coupling `α` and
Zeeman field `h` normal to the plane. -/
def hamiltonian (α h kx ky : ℝ) : Matrix (Fin 2) (Fin 2) ℂ :=
  (((kx ^ 2 + ky ^ 2) / 2 : ℝ) : ℂ) • (1 : Matrix (Fin 2) (Fin 2) ℂ)
    + (α : ℂ) • ((ky : ℂ) • σx - (kx : ℂ) • σy) + (h : ℂ) • σz

/-- The real eigenvalues of the Hamiltonian at momentum `(kx, ky)`. -/
def energies (α h kx ky : ℝ) : Set ℝ :=
  {E | ∃ v : Fin 2 → ℂ, v ≠ 0 ∧ hamiltonian α h kx ky *ᵥ v = (E : ℂ) • v}

/-- The lowest energy at momentum `(kx, ky)`, as the infimum of the eigenvalues. -/
def lowestEnergy (α h kx ky : ℝ) : ℝ := sInf (energies α h kx ky)

/-- The momentum `(kx, ky)` minimises the lowest energy over the whole momentum plane. -/
def IsBandMinimum (α h kx ky : ℝ) : Prop :=
  ∀ qx qy : ℝ, lowestEnergy α h kx ky ≤ lowestEnergy α h qx qy

/-- Secular equation: `E` is an eigenvalue exactly when
`(E - k²/2)² = h² + α² k²`. -/
theorem mem_energies_iff (α h kx ky E : ℝ) :
    E ∈ energies α h kx ky ↔
      (E - (kx ^ 2 + ky ^ 2) / 2) ^ 2 = h ^ 2 + α ^ 2 * (kx ^ 2 + ky ^ 2) := by
  -- the secular determinant
  have key : (hamiltonian α h kx ky - (E : ℂ) • (1 : Matrix (Fin 2) (Fin 2) ℂ)).det
      = (((E - (kx ^ 2 + ky ^ 2) / 2) ^ 2
          - (h ^ 2 + α ^ 2 * (kx ^ 2 + ky ^ 2)) : ℝ) : ℂ) := by
    rw [Matrix.det_fin_two]
    simp [hamiltonian, σx, σy, σz]
    linear_combination (α : ℂ) ^ 2 * (kx : ℂ) ^ 2 * Complex.I_sq
  have hev : E ∈ energies α h kx ky ↔ ∃ v : Fin 2 → ℂ, v ≠ 0 ∧
      (hamiltonian α h kx ky - (E : ℂ) • (1 : Matrix (Fin 2) (Fin 2) ℂ)) *ᵥ v = 0 := by
    simp only [energies, Set.mem_ofPred_eq, Matrix.sub_mulVec, Matrix.smul_mulVec,
      Matrix.one_mulVec, sub_eq_zero]
  rw [hev, Matrix.exists_mulVec_eq_zero_iff, key, Complex.ofReal_eq_zero, sub_eq_zero]

/-- The Hamiltonian has a least eigenvalue, `k²/2 - √(h² + α² k²)`. -/
theorem isLeast_energies (α h kx ky : ℝ) :
    IsLeast (energies α h kx ky)
      ((kx ^ 2 + ky ^ 2) / 2 - √(h ^ 2 + α ^ 2 * (kx ^ 2 + ky ^ 2))) := by
  constructor
  · rw [mem_energies_iff]
    have hs := Real.sq_sqrt (show 0 ≤ h ^ 2 + α ^ 2 * (kx ^ 2 + ky ^ 2) by positivity)
    linear_combination hs
  · intro E hE
    rw [mem_energies_iff] at hE
    have hb := Real.abs_le_sqrt hE.le
    linarith [neg_abs_le (E - (kx ^ 2 + ky ^ 2) / 2)]

/-- The dispersion of the lower band is `k²/2 - √(h² + α² k²)`. -/
theorem lowestEnergy_eq (α h kx ky : ℝ) :
    lowestEnergy α h kx ky
      = (kx ^ 2 + ky ^ 2) / 2 - √(h ^ 2 + α ^ 2 * (kx ^ 2 + ky ^ 2)) :=
  (isLeast_energies α h kx ky).csInf_eq

/-- For nonzero Rashba coupling, the lower band is a complete square in
`s = √(h² + α² k²)`, up to a constant. -/
theorem lowestEnergy_eq_square {α : ℝ} (hα : α ≠ 0) (h kx ky : ℝ) :
    lowestEnergy α h kx ky
      = (√(h ^ 2 + α ^ 2 * (kx ^ 2 + ky ^ 2)) - α ^ 2) ^ 2 / (2 * α ^ 2)
        - (α ^ 2 + h ^ 2 / α ^ 2) / 2 := by
  rw [lowestEnergy_eq]
  have hs := Real.sq_sqrt (show 0 ≤ h ^ 2 + α ^ 2 * (kx ^ 2 + ky ^ 2) by positivity)
  generalize √(h ^ 2 + α ^ 2 * (kx ^ 2 + ky ^ 2)) = s at hs ⊢
  -- eliminate the momentum in favour of `s`
  have hk : kx ^ 2 + ky ^ 2 = (s ^ 2 - h ^ 2) / α ^ 2 := by
    rw [eq_div_iff (pow_ne_zero 2 hα)]
    linear_combination -hs
  rw [hk]
  field_simp
  ring

/-- For nonzero Rashba coupling, `√(h² + α² k²)` equals `α²` exactly on the circle
`k² = α² - h²/α²`. -/
theorem sqrt_eq_iff_ring {α : ℝ} (hα : α ≠ 0) (h kx ky : ℝ) :
    √(h ^ 2 + α ^ 2 * (kx ^ 2 + ky ^ 2)) = α ^ 2 ↔
      kx ^ 2 + ky ^ 2 = α ^ 2 - h ^ 2 / α ^ 2 := by
  have hp : 0 < α ^ 2 := by positivity
  have e : α ^ 2 * (h ^ 2 / α ^ 2) = h ^ 2 := mul_div_cancel₀ _ hp.ne'
  constructor
  · intro hs
    have h2 := Real.sq_sqrt (show 0 ≤ h ^ 2 + α ^ 2 * (kx ^ 2 + ky ^ 2) by positivity)
    rw [hs] at h2
    apply mul_left_cancel₀ hp.ne'
    linear_combination e - h2
  · intro hK
    rw [hK, show h ^ 2 + α ^ 2 * (α ^ 2 - h ^ 2 / α ^ 2) = (α ^ 2) ^ 2 by
      linear_combination -e, Real.sqrt_sq hp.le]

/-- The lower band is minimised exactly on the circle `k² = α² - h²/α²` if `|h| < α²`,
and exactly at the origin if `α² ≤ |h|`. -/
theorem isBandMinimum_iff (α h kx ky : ℝ) :
    (|h| < α ^ 2 → (IsBandMinimum α h kx ky ↔ kx ^ 2 + ky ^ 2 = α ^ 2 - h ^ 2 / α ^ 2)) ∧
    (α ^ 2 ≤ |h| → (IsBandMinimum α h kx ky ↔ kx = 0 ∧ ky = 0)) := by
  constructor
  · intro hw
    have hp : 0 < α ^ 2 := (abs_nonneg h).trans_lt hw
    have hα : α ≠ 0 := by
      intro h0
      simp [h0] at hp
    constructor
    · intro hmin
      -- compare with a momentum on the ring, which exists in a weak field
      have hnn : 0 ≤ α ^ 2 - h ^ 2 / α ^ 2 := by
        rw [sub_nonneg, div_le_iff₀ hp]
        nlinarith [mul_self_le_mul_self (abs_nonneg h) hw.le, abs_mul_abs_self h]
      have hq : √(α ^ 2 - h ^ 2 / α ^ 2) ^ 2 + (0 : ℝ) ^ 2 = α ^ 2 - h ^ 2 / α ^ 2 := by
        rw [Real.sq_sqrt hnn]
        ring
      have h1 := hmin (√(α ^ 2 - h ^ 2 / α ^ 2)) 0
      rw [lowestEnergy_eq_square hα h kx ky, lowestEnergy_eq_square hα h _ 0,
        (sqrt_eq_iff_ring hα h _ 0).2 hq, sub_self, zero_pow two_ne_zero, zero_div] at h1
      have h2 : (√(h ^ 2 + α ^ 2 * (kx ^ 2 + ky ^ 2)) - α ^ 2) ^ 2 / (2 * α ^ 2) ≤ 0 := by
        linarith
      rw [div_le_iff₀ (by positivity), zero_mul] at h2
      exact (sqrt_eq_iff_ring hα h kx ky).1 (sub_eq_zero.1
        ((pow_eq_zero_iff two_ne_zero).1 (le_antisymm h2 (sq_nonneg _))))
    · intro hK qx qy
      rw [lowestEnergy_eq_square hα h kx ky, lowestEnergy_eq_square hα h qx qy,
        (sqrt_eq_iff_ring hα h kx ky).2 hK, sub_self, zero_pow two_ne_zero, zero_div]
      have hsq : 0 ≤ (√(h ^ 2 + α ^ 2 * (qx ^ 2 + qy ^ 2)) - α ^ 2) ^ 2 / (2 * α ^ 2) := by
        positivity
      linarith
  · intro hw
    have h0 : lowestEnergy α h 0 0 = -|h| := by
      rw [lowestEnergy_eq]
      simp [Real.sqrt_sq_eq_abs]
    -- in a strong field every nonzero momentum costs energy
    have hlt : ∀ x y : ℝ, 0 < x ^ 2 + y ^ 2 → -|h| < lowestEnergy α h x y := by
      intro x y hK
      have hs : √(h ^ 2 + α ^ 2 * (x ^ 2 + y ^ 2)) < |h| + (x ^ 2 + y ^ 2) / 2 := by
        rw [Real.sqrt_lt' (by linarith [abs_nonneg h])]
        nlinarith [sq_abs h, mul_le_mul_of_nonneg_right hw hK.le, pow_pos hK 2]
      rw [lowestEnergy_eq]
      linarith
    constructor
    · intro hmin
      have hc : kx ^ 2 + ky ^ 2 ≤ 0 := by
        by_contra hK
        linarith [hmin 0 0, hlt kx ky (not_le.1 hK)]
      exact ⟨(pow_eq_zero_iff two_ne_zero).1 (by linarith [sq_nonneg kx, sq_nonneg ky]),
        (pow_eq_zero_iff two_ne_zero).1 (by linarith [sq_nonneg kx, sq_nonneg ky])⟩
    · rintro ⟨rfl, rfl⟩ qx qy
      rw [h0]
      rcases (show 0 ≤ qx ^ 2 + qy ^ 2 by positivity).eq_or_lt with hq | hq
      · rw [lowestEnergy_eq, ← hq]
        simp [Real.sqrt_sq_eq_abs]
      · exact (hlt qx qy hq).le

/-- At a minimum of the lower band the energy is `-(α² + h²/α²)/2` if `|h| < α²`,
and `-|h|` if `α² ≤ |h|`. -/
theorem energy_at_bandMinimum {α h kx ky : ℝ} (hmin : IsBandMinimum α h kx ky) :
    (|h| < α ^ 2 → lowestEnergy α h kx ky = -(α ^ 2 + h ^ 2 / α ^ 2) / 2) ∧
    (α ^ 2 ≤ |h| → lowestEnergy α h kx ky = -|h|) := by
  constructor
  · intro hw
    have hp : 0 < α ^ 2 := (abs_nonneg h).trans_lt hw
    have hα : α ≠ 0 := by
      intro h0
      simp [h0] at hp
    have hK := ((isBandMinimum_iff α h kx ky).1 hw).1 hmin
    rw [lowestEnergy_eq_square hα, (sqrt_eq_iff_ring hα h kx ky).2 hK, sub_self,
      zero_pow two_ne_zero, zero_div]
    ring
  · intro hw
    obtain ⟨hx, hy⟩ := ((isBandMinimum_iff α h kx ky).2 hw).1 hmin
    rw [lowestEnergy_eq, hx, hy]
    simp [Real.sqrt_sq_eq_abs]

end

end RashbaZeeman
```

```lean
#print axioms RashbaZeeman.isBandMinimum_iff
#print axioms RashbaZeeman.energy_at_bandMinimum
```

```
'RashbaZeeman.isBandMinimum_iff' depends on axioms: [propext, Classical.choice, Quot.sound]
'RashbaZeeman.energy_at_bandMinimum' depends on axioms: [propext, Classical.choice, Quot.sound]
```

## From the eigenvector to the lower band

The theorem `mem_energies_iff` is the secular equation. Its first step, `key`, computes the determinant of $H-E$ and shows that it is a real number. `Matrix.det_fin_two` expands the determinant, and `linear_combination` closes the algebra with $i^2=-1$. The second step, `hev`, rewrites $Hv=Ev$ as $(H-E)v=0$. The library lemma `Matrix.exists_mulVec_eq_zero_iff` then says that a nonzero solution exists exactly when the determinant vanishes.

The theorem `isLeast_energies` shows two things about $k^2/2-s$. It is an eigenvalue, because it satisfies the secular equation. It also lies below every other eigenvalue, because the secular equation gives $|E-k^2/2|\le s$ and hence $E\ge k^2/2-s$. The infimum in the definition of `lowestEnergy` is therefore attained, and `lowestEnergy_eq` records its value.

## The square and the circle

In `lowestEnergy_eq_square` the square root is replaced by a plain variable `s`, and the only fact kept about it is $s^2=h^2+\alpha^2k^2$. The step `hk` solves this for $k^2$, as in the derivation above. After the substitution, `field_simp` clears the denominators and `ring` checks the identity.

The theorem `sqrt_eq_iff_ring` translates $s=\alpha^2$ into the equation of the circle; the "ring" in its name is this circle and not the algebraic structure. In one direction the equation is squared and a factor $\alpha^2$ is cancelled. In the other, the value of $k^2$ is inserted and the square root of $(\alpha^2)^2$ is taken.

## Weak and strong fields

The first half of `isBandMinimum_iff` assumes $|h|<\alpha^2$, which forces $\alpha\neq0$, so the division by $\alpha^2$ is legitimate. Given a minimiser, the proof compares it with the momentum $(\sqrt{\alpha^2-h^2/\alpha^2},\,0)$. The step `hnn` shows that the number under this root is not negative, and `hq` that the momentum lies on the circle. The square vanishes there, so the minimiser's own square is at most zero. It must then be zero, which puts the minimiser on the circle. Conversely, at a point of the circle the square is zero, while at any other momentum it is non-negative.

The second half assumes $\alpha^2\le|h|$ and does not use the square, since $\alpha$ may vanish. The step `h0` computes the energy $-|h|$ at the origin. The step `hlt` is the strict inequality $E_-(\mathbf k)>-|h|$ for $k^2>0$. There `Real.sqrt_lt'` turns the bound on $s$ into a bound on $s^2$, and `nlinarith` combines $\alpha^2k^2\le|h|k^2$ with $k^4>0$. A minimiser with $k^2>0$ would have a higher energy than the origin, so $k^2\le0$ and both components vanish. For the converse, the competing momentum either has $k^2=0$, with equal energy, or falls under `hlt`.

Finally, `energy_at_bandMinimum` takes a minimiser, uses `isBandMinimum_iff` to locate it, and evaluates the band there. In a weak field it uses the completed square with its first term equal to zero, and in a strong field the value at the origin.
